# For the trial function \((x-c)\exp(-x^2/2)\), the sampled energy gradient has infinite variance unless \(c=0\)

Suppose a variational Monte Carlo run estimates the slope of the energy with respect to a parameter that moves a node of the wave function. The run prints a mean and a standard error, and both are finite, as they are for any finite list of at least two numbers. If the underlying variance is infinite, that error bar has no finite standard deviation to estimate. It does not settle into the usual \(1/\sqrt N\) decrease with the number \(N\) of samples, and a rare point close to the node can shift the whole average.

This happens already for one particle in a one-dimensional harmonic well, with points drawn from the density \(\psi^2\) of a trial function \(\psi\) whose node sits at \(c\). The gradient sample has a finite mean for every real \(c\), but a finite second moment only for \(c=0\). Subtracting a constant reference energy does not change this.

```lean
import Mathlib

open MeasureTheory

namespace OscillatorGradientVariance

noncomputable section
```

## The trial function and what is sampled

The trial function is

\[
\psi_c(x)=(x-c)\,e^{-x^2/2}.
\]

It is not normalised: \(\int\psi_c^2\,dx=(\tfrac12+c^2)\sqrt\pi\). This factor is finite and positive, so it has no influence on which moments exist.

```lean
/-- The trial function `(x - c) exp(-x²/2)`, with a node at the variational parameter `c`. -/
def trial (c x : ℝ) : ℝ := (x - c) * Real.exp (-x ^ 2 / 2)
```

In units with \(\hbar=m=\omega=1\), the Hamiltonian is \(H=-\tfrac12\,d^2/dx^2+\tfrac12x^2\). In Lean it is written with Mathlib's `deriv` applied twice, which gives the true second derivative for twice differentiable functions such as \(\psi_c\).

```lean
/-- The harmonic-oscillator Hamiltonian `-f''/2 + x² f/2` in natural units, meaningful for twice
differentiable `f`. -/
def hamiltonian (f : ℝ → ℝ) (x : ℝ) : ℝ := -deriv (deriv f) x / 2 + x ^ 2 / 2 * f x
```

The local energy is \(E_L=H\psi_c/\psi_c\). It is defined from the Hamiltonian, so its closed form has to be derived.

```lean
/-- The local energy `Hψ/ψ` of the trial function, meaningful for `x ≠ c`. -/
def localEnergy (c x : ℝ) : ℝ := hamiltonian (trial c) x / trial c x
```

The response to the parameter is the logarithmic derivative \(O=(\partial\psi_c/\partial c)/\psi_c\), called `paramDeriv`.

```lean
/-- The logarithmic derivative `(∂ψ/∂c)/ψ` with respect to the parameter,
meaningful for `x ≠ c`. -/
def paramDeriv (c x : ℝ) : ℝ := deriv (fun b => trial b x) c / trial c x
```

The gradient sample is \((E_L-e)\,O\), where \(e\) is a fixed real reference energy. In powers such as \(e^{-x^2}\) the letter keeps its usual meaning, the base of the exponential function. When \(e\) equals the mean energy \(\bar E(c)\), twice the \(\psi_c^2\)-average of this sample is the slope \(d\bar E/dc\). That identity, and the passage from integrals to the averages of a finite random sample, are standard theory used here for interpretation; the theorems concern the integrals.

```lean
/-- The energy-gradient sample `(E_L - e) O` with reference energy `e`,
meaningful for `x ≠ c`. -/
def gradSample (e c x : ℝ) : ℝ := (localEnergy c x - e) * paramDeriv c x
```

## Local energy and parameter derivative

Differentiating a prefactor \(p\) times the Gaussian gives

\[
\frac{d}{dx}\left[p\,e^{-x^2/2}\right]=(p'-xp)\,e^{-x^2/2}.
\]

```lean
/-- If `p` is differentiable at `x`, differentiating `p` times the Gaussian `exp(-x²/2)` there turns
the prefactor `p` into `p' - x p`. -/
theorem hasDerivAt_mul_gauss {p : ℝ → ℝ} {p' x : ℝ} (hp : HasDerivAt p p' x) :
    HasDerivAt (fun y => p y * Real.exp (-y ^ 2 / 2))
      ((p' - x * p x) * Real.exp (-x ^ 2 / 2)) x := by
  have h : HasDerivAt (fun y : ℝ => -y ^ 2 / 2) (-x) x := by
    refine ((hasDerivAt_pow 2 x).fun_neg.div_const 2).congr_deriv ?_
    simp only [Nat.cast_ofNat, Nat.reduceSub, pow_one]
    ring
  exact (hp.fun_mul h.exp).congr_deriv (by ring)
```

Apply this rule twice, starting from \(p=x-c\). The first derivative has prefactor \(1-x(x-c)\), and the second has

\[
-(2x-c)-x\left[1-x(x-c)\right]=-3x+c+x^2(x-c).
\]

In \(H\psi_c\) the cubic part cancels against the potential term, which leaves

\[
H\psi_c=\frac{3x-c}{2}\,e^{-x^2/2}.
\]

In the proof, `h1` gives the first derivative as a function of position, so that `h2` can differentiate it again.

```lean
/-- The Hamiltonian maps the trial function to `(3x - c)/2 · exp(-x²/2)`. -/
theorem hamiltonian_trial (c x : ℝ) :
    hamiltonian (trial c) x = (3 * x - c) / 2 * Real.exp (-x ^ 2 / 2) := by
  have h1 : deriv (trial c) = fun y => (1 - y * (y - c)) * Real.exp (-y ^ 2 / 2) := by
    funext y
    exact (hasDerivAt_mul_gauss ((hasDerivAt_id' y).sub_const c)).deriv
  have h2 := (hasDerivAt_mul_gauss
    (((hasDerivAt_id' x).fun_mul ((hasDerivAt_id' x).sub_const c)).const_sub 1)).deriv
  rw [hamiltonian, h1, h2, trial]
  ring
```

Dividing by \(\psi_c\) for \(x\neq c\) removes the Gaussian:

\[
E_L=\frac{3x-c}{2(x-c)}=\frac12+\frac{x}{x-c}=\frac32+\frac{c}{x-c}.
\]

The last form shows that the pole has strength \(c\).

```lean
/-- Away from the node the local energy is `1/2 + x/(x - c)`. -/
theorem localEnergy_eq {c x : ℝ} (hx : x ≠ c) :
    localEnergy c x = 1 / 2 + x / (x - c) := by
  have hx' : x - c ≠ 0 := sub_ne_zero.mpr hx
  rw [localEnergy, hamiltonian_trial, trial, mul_div_mul_right _ _ (Real.exp_pos _).ne']
  field_simp
  ring
```

Since \(\partial\psi_c/\partial c=-e^{-x^2/2}\), we have \(O=-1/(x-c)\) away from the node. The lemma states this as a product, \(O\,(x-c)=-1\).

```lean
/-- Away from the node the logarithmic parameter derivative times the distance `x - c`
equals `-1`. -/
theorem paramDeriv_mul_sub {c x : ℝ} (hx : x ≠ c) : paramDeriv c x * (x - c) = -1 := by
  have h : deriv (fun b => trial b x) c = -1 * Real.exp (-x ^ 2 / 2) :=
    (((hasDerivAt_id' c).const_sub x).mul_const (Real.exp (-x ^ 2 / 2))).deriv
  refine (eq_div_iff (sub_ne_zero.mpr hx)).mp ?_
  rw [paramDeriv, h, trial, mul_div_mul_right _ _ (Real.exp_pos _).ne']
```

## One pole cancels, the other survives

Multiply the sample by the density. For \(x\ne c\),

\[
\psi_c^2(E_L-e)O=-(x-c)\left(\tfrac32-e+\frac{c}{x-c}\right)e^{-x^2}
=\left[(e-\tfrac32)x+(\tfrac12-e)c\right]e^{-x^2}.
\]

The density vanishes quadratically at the node, which is enough to absorb the pole of \(O\) and the pole of \(E_L\). Squaring the sample doubles the poles but not the density:

\[
\psi_c^2\left[(E_L-e)O\right]^2=e^{-x^2}\left(\tfrac32-e+\frac{c}{x-c}\right)^2.
\]

The lemma proves both identities. Inside its proof the letter `E` abbreviates \(e^{-x^2}\), not an energy.

```lean
/-- Away from the node, the density `ψ²` times the gradient sample is a linear polynomial times a
Gaussian, while `ψ²` times the squared sample is `exp(-x²) (3/2 - e + c/(x - c))²`. -/
theorem weighted_samples (e : ℝ) {c x : ℝ} (hx : x ≠ c) :
    trial c x ^ 2 * gradSample e c x =
      (e - 3 / 2) * (x * Real.exp (-x ^ 2)) + (1 / 2 - e) * c * Real.exp (-x ^ 2) ∧
    trial c x ^ 2 * gradSample e c x ^ 2 =
      Real.exp (-x ^ 2) * (3 / 2 - e + c / (x - c)) ^ 2 := by
  have hx' : x - c ≠ 0 := sub_ne_zero.mpr hx
  have hE : Real.exp (-x ^ 2 / 2) ^ 2 = Real.exp (-x ^ 2) := by
    rw [sq, ← Real.exp_add]
    congr 1
    ring
  have hO : paramDeriv c x = -1 / (x - c) := (eq_div_iff hx').mpr (paramDeriv_mul_sub hx)
  rw [gradSample, localEnergy_eq hx, hO, trial, mul_pow, hE]
  generalize Real.exp (-x ^ 2) = E
  constructor
  · field_simp
    ring
  · field_simp
    ring
```

For \(c\neq0\) the remaining squared pole cannot be integrated. Let \(k\) be any real constant, write \(u=k+c/(x-c)\), and suppose that \(e^{-x^2}u^2\) were integrable on the line. It would then be integrable on \([c,c+1]\), where multiplication by the continuous function \(e^{x^2}\) does no harm, so \(u^2\) would be integrable there. But

\[
\frac{|c|}{|x-c|}=|u-k|\le u^2+1+|k|,
\]

so \(1/(x-c)\) would be integrable on the same interval. It is not, because \(\int_{c+\delta}^{c+1}dx/(x-c)=\ln(1/\delta)\) grows without bound as \(\delta\to0\).

The steps `h1`, `h2` and `h3` remove the Gaussian, build the dominating function and make the comparison. The two `nlinarith` calls prove the two sides of the inequality. Mathlib's criterion for \(1/(x-c)\) then leaves two possibilities, an interval of zero length or a node outside it, and both are false.

```lean
/-- For `c ≠ 0` the Gaussian-weighted square of `k + c/(x - c)` is not integrable
on the real line. -/
theorem not_integrable_pole {c : ℝ} (hc : c ≠ 0) (k : ℝ) :
    ¬ Integrable (fun x : ℝ => Real.exp (-x ^ 2) * (k + c / (x - c)) ^ 2) := by
  intro h
  -- on a bounded interval the Gaussian weight can be removed
  have h1 : IntervalIntegrable
      (fun x : ℝ => Real.exp (-x ^ 2) * (k + c / (x - c)) ^ 2 * Real.exp (x ^ 2))
      volume c (c + 1) :=
    h.intervalIntegrable.mul_continuousOn (by fun_prop)
  have h2 : IntervalIntegrable
      (fun x : ℝ => (Real.exp (-x ^ 2) * (k + c / (x - c)) ^ 2 * Real.exp (x ^ 2)
        + (1 + |k|)) / |c|) volume c (c + 1) :=
    (h1.add intervalIntegrable_const).div_const _
  -- the squared pole dominates the simple pole, which is not integrable
  have h3 : IntervalIntegrable (fun x : ℝ => (x - c)⁻¹) volume c (c + 1) := by
    refine h2.mono_fun' (Measurable.aestronglyMeasurable (by fun_prop))
      (Filter.Eventually.of_forall fun x => ?_)
    have hE : Real.exp (-x ^ 2) * (k + c / (x - c)) ^ 2 * Real.exp (x ^ 2)
        = (k + c / (x - c)) ^ 2 := by
      rw [mul_right_comm, ← Real.exp_add, neg_add_cancel, Real.exp_zero, one_mul]
    have hu : (x - c)⁻¹ * c = (k + c / (x - c)) - k := by
      rw [div_eq_mul_inv]
      ring
    beta_reduce
    rw [hE, le_div_iff₀ (abs_pos.mpr hc), Real.norm_eq_abs, ← abs_mul, hu]
    generalize k + c / (x - c) = u
    exact abs_le.mpr
      ⟨by nlinarith [le_abs_self k, sq_nonneg (u + 1), sq_nonneg u],
       by nlinarith [neg_abs_le k, sq_nonneg (u - 1), sq_nonneg u]⟩
  rcases intervalIntegrable_sub_inv_iff.mp h3 with h4 | h4
  · linarith
  · exact h4 Set.left_mem_uIcc
```

The closed forms hold only for \(x\ne c\). Lean assigns a value to division by zero at the node, but a single point has measure zero and affects no integral.

```lean
/-- A single node position carries no weight on the real line. -/
theorem ae_off_node (c : ℝ) : ∀ᵐ x : ℝ, x ≠ c := by
  have h : ({c} : Set ℝ)ᶜ ∈ ae (volume : Measure ℝ) :=
    compl_mem_ae_iff.mpr (measure_singleton c)
  filter_upwards [h] with x hx
  simpa using hx
```

## The mean is finite for every node position

The weighted sample is a linear polynomial times \(e^{-x^2}\), so it is integrable. The term odd in \(x\) integrates to zero by reflection, and \(\int e^{-x^2}dx=\sqrt\pi\). Hence

\[
\int\psi_c^2(E_L-e)O\,dx=(\tfrac12-e)\,c\sqrt\pi,
\qquad
\langle(E_L-e)O\rangle=\frac{(1-2e)\,c}{1+2c^2},
\]

where the second expression is the mean over the normalised density.

Take \(c=1\). The mean energy is \(\bar E(c)=\tfrac12+1/(1+2c^2)=\tfrac56\). With \(e=\tfrac56\), the mean sample is \((1-\tfrac53)/3=-\tfrac29\), and twice this is \(-\tfrac49\). Differentiating \(\bar E\) directly gives \(-4c/(1+2c^2)^2=-\tfrac49\) as well.

The theorem states integrability and the unnormalised value, for all real \(e\) and \(c\). Its proof replaces the integrand by the polynomial form almost everywhere and then uses the two Gaussian integrals `iX` and `iG`.

```lean
/-- For every node position `c` and reference energy `e`, the gradient sample weighted by `ψ²`
is integrable, and its integral is `(1/2 - e) c √π`. -/
theorem gradient_first_moment (e c : ℝ) :
    Integrable (fun x => trial c x ^ 2 * gradSample e c x) ∧
    ∫ x, trial c x ^ 2 * gradSample e c x = (1 / 2 - e) * c * √Real.pi := by
  have hG : Integrable (fun x : ℝ => Real.exp (-x ^ 2)) := by
    simpa using integrable_exp_neg_mul_sq one_pos
  have hX : Integrable (fun x : ℝ => x * Real.exp (-x ^ 2)) := by
    simpa using integrable_mul_exp_neg_mul_sq one_pos
  have iG : ∫ x : ℝ, Real.exp (-x ^ 2) = √Real.pi := by
    simpa using integral_gaussian 1
  -- the odd Gaussian moment vanishes by reflection
  have iX : ∫ x : ℝ, x * Real.exp (-x ^ 2) = 0 := by
    have h := integral_neg_eq_self (fun x : ℝ => x * Real.exp (-x ^ 2)) volume
    simp only [neg_sq, neg_mul, integral_neg] at h
    linarith
  have hae := (ae_off_node c).mono fun x hx => (weighted_samples e hx).1
  constructor
  · exact (integrable_congr hae).mpr ((hX.const_mul _).add (hG.const_mul _))
  · rw [integral_congr_ae hae, integral_add (hX.const_mul _) (hG.const_mul _),
      integral_const_mul, integral_const_mul, iX, iG]
    ring
```

## The second moment is finite only at the origin

Set \(k=\tfrac32-e\) in the pole argument. For \(c\ne0\), the weighted square is not integrable, whatever the constant \(e\). Since this function is measurable and nonnegative, its integral is infinite; the mean is finite, so the variance is infinite too.

At \(c=1\) the divergence is easy to size. If the points with \(|x-1|<\delta\) are left out, the leading part of the remaining integral is \(2e^{-1}/\delta\), where \(e^{-1}\) means \(\exp(-1)\). Divided by the norm \(\tfrac32\sqrt\pi\), this is about \(0.28/\delta\), so halving a small \(\delta\) roughly doubles this truncated second moment.

At \(c=0\) the trial function is the first excited eigenstate. Its local energy is \(\tfrac32\) everywhere off the node, and the weighted square is \((\tfrac32-e)^2e^{-x^2}\). The normalised second moment is \(2(\tfrac32-e)^2\), which vanishes when \(e\) is the eigenvalue. The parameter derivative still has its pole \(-1/x\), but the density now suffices to absorb its square.

The two directions of the equivalence follow this division: `not_integrable_pole` excludes \(c\neq0\), and a constant times a Gaussian settles \(c=0\).

```lean
/-- For every reference energy `e`, the squared gradient sample weighted by `ψ²` is integrable
if and only if the node sits at the origin. -/
theorem gradient_second_moment_iff (e c : ℝ) :
    Integrable (fun x => trial c x ^ 2 * gradSample e c x ^ 2) ↔ c = 0 := by
  have hae := (ae_off_node c).mono fun x hx => (weighted_samples e hx).2
  refine (integrable_congr hae).trans ⟨fun h => ?_, fun hc => ?_⟩
  · by_contra hc
    exact not_integrable_pole hc _ h
  · -- without the pole only a Gaussian is left
    subst hc
    have hG : Integrable (fun x : ℝ => Real.exp (-x ^ 2)) := by
      simpa using integrable_exp_neg_mul_sq one_pos
    simpa only [zero_div, add_zero] using hG.mul_const ((3 / 2 - e) ^ 2)
```

## The product of local energy and parameter derivative

Setting \(e=0\) gives the statement for the plain product \(E_LO\). For every real \(c\), \(\psi_c^2E_LO\) is integrable, while \(\psi_c^2(E_LO)^2\) is integrable if and only if \(c=0\). The theorem has "variance" in its name but is phrased through these two integrability conditions.

In electronic-structure Monte Carlo, parameters that move the nodes can bring the same two poles together; the result here is for one particle, one dimension and one parameter. In this model, a finite expected gradient is no warrant for its standard error.

```lean
/-- The product `E_L O` weighted by `ψ²` is integrable for every `c`, but its square weighted
by `ψ²` is integrable if and only if `c = 0`. -/
theorem energy_gradient_variance (c : ℝ) :
    Integrable (fun x => trial c x ^ 2 * (localEnergy c x * paramDeriv c x)) ∧
    (Integrable (fun x => trial c x ^ 2 * (localEnergy c x * paramDeriv c x) ^ 2) ↔
      c = 0) := by
  have h1 := (gradient_first_moment 0 c).1
  have h2 := gradient_second_moment_iff 0 c
  simp only [gradSample, sub_zero] at h1 h2
  exact ⟨h1, h2⟩

end

end OscillatorGradientVariance
```

```lean
#print axioms OscillatorGradientVariance.energy_gradient_variance
```

```
'OscillatorGradientVariance.energy_gradient_variance' depends on axioms: [propext, Classical.choice, Quot.sound]
```
